# The Rodrigues matrix 1 + φK + ψK² is a proper rotation when φ² + ψ²|n|² = 2ψ

For an arbitrary real 3-vector `n`, not assumed to be of unit length, and real numbers `φ`, `ψ`, the definition `rodrigues` writes out entry by entry the matrix R = 1 + φK + ψK², where K is the cross-product matrix of `n`. The theorem `rodrigues_rotation` assumes φ² + ψ²(n·n) = 2ψ and states that RᵀR = 1, that det R = 1, and that Rv = v + φ n × v + ψ n × (n × v) for every vector v, so R is a proper rotation of three-dimensional space. For a unit axis and an angle θ, the values φ = sin θ and ψ = 1 − cos θ satisfy the condition. The attempt proves orthogonality entry by entry and the determinant directly, each time by `linear_combination` with a multiple of the hypothesis. For the action on v it splits into three components, unfolds the definitions with `simp`, and calls `ring`.

In Lean, a first try:

```lean
import Mathlib

open Matrix

namespace RigidMotionNullModes

noncomputable section

variable {ι : Type}

/-- The Rodrigues matrix `1 + φ K + ψ K²`, with `K` the cross-product matrix of `n`. -/
def rodrigues (n : Fin 3 → ℝ) (φ ψ : ℝ) : Matrix (Fin 3) (Fin 3) ℝ :=
  !![1 - ψ * (n 1 ^ 2 + n 2 ^ 2), -φ * n 2 + ψ * n 0 * n 1, φ * n 1 + ψ * n 0 * n 2;
     φ * n 2 + ψ * n 0 * n 1, 1 - ψ * (n 0 ^ 2 + n 2 ^ 2), -φ * n 0 + ψ * n 1 * n 2;
     -φ * n 1 + ψ * n 0 * n 2, φ * n 0 + ψ * n 1 * n 2, 1 - ψ * (n 0 ^ 2 + n 1 ^ 2)]

/-- If `φ² + ψ²|n|² = 2ψ` the Rodrigues matrix is a proper rotation, acting as
`v ↦ v + φ n × v + ψ n × (n × v)`. -/
theorem rodrigues_rotation (n : Fin 3 → ℝ) (φ ψ : ℝ) (h : φ ^ 2 + ψ ^ 2 * (n ⬝ᵥ n) = 2 * ψ) :
    (rodrigues n φ ψ)ᵀ * rodrigues n φ ψ = 1 ∧ (rodrigues n φ ψ).det = 1 ∧
      ∀ v, rodrigues n φ ψ *ᵥ v = v + φ • (n ⨯₃ v) + ψ • (n ⨯₃ (n ⨯₃ v)) := by
  simp only [dotProduct, Fin.sum_univ_three] at h
  refine ⟨?_, ?_, fun v => ?_⟩
  · ext i j
    fin_cases i <;> fin_cases j <;> simp [rodrigues, Matrix.mul_apply, Fin.sum_univ_three] <;>
      first
        | linear_combination (n 1 ^ 2 + n 2 ^ 2) * h
        | linear_combination (n 0 ^ 2 + n 2 ^ 2) * h
        | linear_combination (n 0 ^ 2 + n 1 ^ 2) * h
        | linear_combination (-(n 0 * n 1)) * h
        | linear_combination (-(n 0 * n 2)) * h
        | linear_combination (-(n 1 * n 2)) * h
  · simp [rodrigues, Matrix.det_fin_three]
    linear_combination (n 0 ^ 2 + n 1 ^ 2 + n 2 ^ 2) * h
  · ext a
    fin_cases a <;>
      simp [rodrigues, cross_apply, Matrix.mulVec, dotProduct, Fin.sum_univ_three] <;> ring

end

end RigidMotionNullModes
```

The compiler's answer:

```
Try this:
  [apply] ring_nf
  
  The `ring` tactic failed to close the goal. Use `ring_nf` to obtain a normal form.
    
  Note that `ring` works primarily in *commutative* rings. If you have a noncommutative ring, abelian group or module, consider using `noncomm_ring`, `abel` or `module` instead.
Try this:
  [apply] ring_nf
  
  The `ring` tactic failed to close the goal. Use `ring_nf` to obtain a normal form.
    
  Note that `ring` works primarily in *commutative* rings. If you have a noncommutative ring, abelian group or module, consider using `noncomm_ring`, `abel` or `module` instead.
Try this:
  [apply] ring_nf
  
  The `ring` tactic failed to close the goal. Use `ring_nf` to obtain a normal form.
    
  Note that `ring` works primarily in *commutative* rings. If you have a noncommutative ring, abelian group or module, consider using `noncomm_ring`, `abel` or `module` instead.
Main.lean:35:2: error: unsolved goals
case refine_3.«0»
n : Fin 3 → ℝ
φ ψ : ℝ
h : φ ^ 2 + ψ ^ 2 * (n 0 * n 0 + n 1 * n 1 + n 2 * n 2) = 2 * ψ
v : Fin 3 → ℝ
⊢ ψ * n 1 * n 0 * v 1 - ψ * n 1 ^ 2 * v 0 + ψ * n 2 * n 0 * v 2 - ψ * n 2 ^ 2 * v 0 + n 1 * φ * v 2 - n 2 * φ * v 1 +
      v 0 =
    ψ * n 1 * n 0 * v 1 - ψ * n 1 ^ 2 * v 0 + ψ * n 2 * n 0 * v 2 - ψ * n 2 ^ 2 * v 0 + n 1 * φ * v 2 - n 2 * φ * v 1 +
      vecHead v

case refine_3.«1»
n : Fin 3 → ℝ
φ ψ : ℝ
h : φ ^ 2 + ψ ^ 2 * (n 0 * n 0 + n 1 * n 1 + n 2 * n 2) = 2 * ψ
v : Fin 3 → ℝ
⊢ φ * n 2 * v 0 - φ * n 0 * v 2 + n 2 * ψ * n 1 * v 2 - n 2 ^ 2 * ψ * v 1 + ψ * n 0 * n 1 * v 0 - ψ * n 0 ^ 2 * v 1 +
      v 1 =
    φ * n 2 * v 0 - φ * n 0 * v 2 + n 2 * ψ * n 1 * v 2 - n 2 ^ 2 * ψ * v 1 + ψ * n 0 * n 1 * v 0 - ψ * n 0 ^ 2 * v 1 +
      vecHead (vecTail v)

case refine_3.«2»
n : Fin 3 → ℝ
φ ψ : ℝ
h : φ ^ 2 + ψ ^ 2 * (n 0 * n 0 + n 1 * n 1 + n 2 * n 2) = 2 * ψ
v : Fin 3 → ℝ
⊢ -(φ * n 1 * v 0) + φ * n 0 * v 1 + n 1 * ψ * n 2 * v 1 - n 1 ^ 2 * ψ * v 2 + ψ * n 0 * n 2 * v 0 - ψ * n 0 ^ 2 * v 2 +
      v 2 =
    -(φ * n 1 * v 0) + φ * n 0 * v 1 + n 1 * ψ * n 2 * v 1 - n 1 ^ 2 * ψ * v 2 + ψ * n 0 * n 2 * v 0 -
        ψ * n 0 ^ 2 * v 2 +
      vecHead (vecTail (vecTail v))
```

Cause. The three "Try this: `ring_nf`" notices come from the final `ring`, one per component: it did not close the goal and fell back to normalising it. The error then lists the three normalised goals left over. In each, the two sides agree term by term except the last: the left has `v 0`, `v 1`, `v 2`, the right has `vecHead v`, `vecHead (vecTail v)`, `vecHead (vecTail (vecTail v))`.

These terms are the lone summand `v` of the right-hand side. Once `cross_apply` has turned the cross products into explicit `![…]` vectors, `simp` rewrites the sum of `v` with such a vector componentwise, naming the components of the variable `v` through `vecHead` and `vecTail`. The given simp set does not unfold these two definitions. `ring` treats `vecHead v` and `v 0` as distinct atoms, so the goals are not polynomial identities for it, although the expressions denote the same number. The note about noncommutative rings is generic and does not apply, since everything is in ℝ.

The diff adds `Matrix.vecHead` and `Matrix.vecTail` to the simp set. Unfolding them brings these terms to `v 0`, `v 1`, `v 2`, the atoms match, and `ring` closes each component.

After these edits no error is left:

```diff
@@ -35,5 +35,6 @@
   · ext a
     fin_cases a <;>
-      simp [rodrigues, cross_apply, Matrix.mulVec, dotProduct, Fin.sum_univ_three] <;> ring
+      simp [rodrigues, cross_apply, Matrix.mulVec, dotProduct, Fin.sum_univ_three,
+        Matrix.vecHead, Matrix.vecTail] <;> ring
 
 end
```
